# Zero momentum in a nondegenerate state whose symmetry fixes no direction

When an effective mass is fitted to a nondegenerate band at an inversion-symmetric point, the linear term in the wavevector is left out and the fit begins with the quadratic one. For a finite matrix model, the file below proves the vanishing of the momentum expectation values that this step needs, for inversion and for any unitary symmetry that mixes the momentum components by a real matrix without the eigenvalue 1.

```lean
import Mathlib

open Matrix

namespace SymmetryForcedBandVelocity

noncomputable section

variable {n ι : Type*} [Fintype n] [DecidableEq n] [Fintype ι]

/-- The momentum vector of the state `v`: the expectation values of the components `P i`. -/
def momentum (P : ι → Matrix n n ℂ) (v : n → ℂ) (i : ι) : ℂ :=
  star v ⬝ᵥ (P i *ᵥ v)

/-- `v` is a normalised eigenvector of `H` at energy `E`, and every eigenvector at that energy
is a multiple of `v`. -/
def IsNondegenerate (H : Matrix n n ℂ) (E : ℝ) (v : n → ℂ) : Prop :=
  star v ⬝ᵥ v = 1 ∧ H *ᵥ v = (E : ℂ) • v ∧
    ∀ w : n → ℂ, H *ᵥ w = (E : ℂ) • w → ∃ c : ℂ, w = c • v

/-- `Q` is the orthogonal projector onto the eigenspace of `H` at energy `E`. -/
def IsLevelProjector (H : Matrix n n ℂ) (E : ℝ) (Q : Matrix n n ℂ) : Prop :=
  Qᴴ = Q ∧ H * Q = (E : ℂ) • Q ∧
    ∀ w : n → ℂ, H *ᵥ w = (E : ℂ) • w → Q *ᵥ w = w

/-- Under the symmetry `U` the momentum components mix among themselves by the real matrix `R`. -/
def TransformsBy (U : Matrix n n ℂ) (P : ι → Matrix n n ℂ) (R : Matrix ι ι ℝ) : Prop :=
  ∀ i, U * P i * Uᴴ = ∑ j, (R i j : ℂ) • P j

/-- The inverse of a unitary symmetry of `H` is again a symmetry of `H`. -/
theorem adjoint_symmetry {H U : Matrix n n ℂ} (hU : U ∈ unitaryGroup n ℂ)
    (hc : U * H = H * U) : Uᴴ * H = H * Uᴴ := by
  have h1 : U * Uᴴ = 1 := mem_unitaryGroup_iff.mp hU
  have h2 : Uᴴ * U = 1 := mul_eq_one_comm.mp h1
  calc Uᴴ * H = Uᴴ * H * (U * Uᴴ) := by rw [h1, mul_one]
    _ = Uᴴ * (H * U) * Uᴴ := by simp only [mul_assoc]
    _ = Uᴴ * (U * H) * Uᴴ := by rw [hc]
    _ = (Uᴴ * U) * H * Uᴴ := by simp only [mul_assoc]
    _ = H * Uᴴ := by rw [h2, one_mul]

omit [DecidableEq n] in
/-- Expectation values of a rotated operator are those of the original operator in the
back-rotated state. -/
theorem expectation_rotated (U A : Matrix n n ℂ) (v : n → ℂ) :
    star v ⬝ᵥ ((U * A * Uᴴ) *ᵥ v) = star (Uᴴ *ᵥ v) ⬝ᵥ (A *ᵥ (Uᴴ *ᵥ v)) := by
  rw [star_mulVec, conjTranspose_conjTranspose, ← dotProduct_mulVec]
  simp only [mulVec_mulVec, mul_assoc]

/-- The inverse of a unitary symmetry changes a nondegenerate state only by a phase factor. -/
theorem symmetry_phase {H U : Matrix n n ℂ} {E : ℝ} {v : n → ℂ}
    (hv : IsNondegenerate H E v) (hU : U ∈ unitaryGroup n ℂ) (hc : U * H = H * U) :
    ∃ c : ℂ, Uᴴ *ᵥ v = c • v ∧ star c * c = 1 := by
  obtain ⟨hnorm, heig, hsimple⟩ := hv
  -- the transformed state has the same energy
  obtain ⟨c, hcv⟩ := hsimple (Uᴴ *ᵥ v) (by
    rw [mulVec_mulVec, ← adjoint_symmetry hU hc, ← mulVec_mulVec, heig, mulVec_smul])
  refine ⟨c, hcv, ?_⟩
  -- the transformed state has the same norm
  have h1 : U * Uᴴ = 1 := mem_unitaryGroup_iff.mp hU
  have h := expectation_rotated U 1 v
  rw [mul_one, h1, one_mulVec, one_mulVec, hnorm, hcv, star_smul, smul_dotProduct,
    dotProduct_smul, hnorm] at h
  simpa using h.symm

/-- The momentum vector of a nondegenerate state is left fixed by the symmetry: `R p = p`. -/
theorem momentum_invariant {H U : Matrix n n ℂ} {E : ℝ} {v : n → ℂ}
    {P : ι → Matrix n n ℂ} {R : Matrix ι ι ℝ}
    (hv : IsNondegenerate H E v) (hU : U ∈ unitaryGroup n ℂ) (hc : U * H = H * U)
    (hP : TransformsBy U P R) (i : ι) :
    ∑ j, (R i j : ℂ) * momentum P v j = momentum P v i := by
  obtain ⟨c, hcv, hphase⟩ := symmetry_phase hv hU hc
  have h := expectation_rotated U (P i) v
  rw [hP i, hcv, sum_mulVec, dotProduct_sum] at h
  simp only [smul_mulVec, mulVec_smul, star_smul, smul_dotProduct, dotProduct_smul,
    smul_eq_mul] at h
  -- the phase cancels between bra and ket
  unfold momentum
  rw [h]
  linear_combination (star v ⬝ᵥ (P i *ᵥ v)) * hphase

/-- If a real matrix `R` fixes no nonzero real vector, it fixes no nonzero complex vector. -/
theorem fixed_vector_eq_zero {R : Matrix ι ι ℝ} (hR : ∀ x : ι → ℝ, R *ᵥ x = x → x = 0)
    {p : ι → ℂ} (hp : ∀ i, ∑ j, (R i j : ℂ) * p j = p i) : p = 0 := by
  have hre := hR (fun j => (p j).re) (by
    ext i
    simpa [mulVec, dotProduct, Complex.re_sum] using congrArg Complex.re (hp i))
  have him := hR (fun j => (p j).im) (by
    ext i
    simpa [mulVec, dotProduct, Complex.im_sum] using congrArg Complex.im (hp i))
  ext i
  exact Complex.ext (congrFun hre i) (congrFun him i)

/-- Main theorem: if 1 is not an eigenvalue of `R`, every momentum component vanishes in a
nondegenerate state. -/
theorem momentum_eq_zero {H U : Matrix n n ℂ} {E : ℝ} {v : n → ℂ}
    {P : ι → Matrix n n ℂ} {R : Matrix ι ι ℝ}
    (hv : IsNondegenerate H E v) (hU : U ∈ unitaryGroup n ℂ) (hc : U * H = H * U)
    (hP : TransformsBy U P R) (hR : ∀ x : ι → ℝ, R *ᵥ x = x → x = 0) :
    momentum P v = 0 :=
  fixed_vector_eq_zero hR (momentum_invariant hv hU hc hP)

/-- For a level of any degeneracy with projector `Q`, the momentum summed over the level,
`tr (Q P i)`, vanishes if 1 is not an eigenvalue of `R`. -/
theorem level_momentum_eq_zero {H U Q : Matrix n n ℂ} {E : ℝ}
    {P : ι → Matrix n n ℂ} {R : Matrix ι ι ℝ}
    (hQ : IsLevelProjector H E Q) (hU : U ∈ unitaryGroup n ℂ) (hc : U * H = H * U)
    (hP : TransformsBy U P R) (hR : ∀ x : ι → ℝ, R *ᵥ x = x → x = 0) (i : ι) :
    trace (Q * P i) = 0 := by
  obtain ⟨hherm, hHQ, hfull⟩ := hQ
  -- a symmetry maps the level into itself
  have key : ∀ V : Matrix n n ℂ, V * H = H * V → Q * (V * Q) = V * Q := by
    intro V hV
    have hx : ∀ x : n → ℂ, (Q * (V * Q)) *ᵥ x = (V * Q) *ᵥ x := by
      intro x
      rw [← mulVec_mulVec]
      apply hfull
      rw [mulVec_mulVec, ← mul_assoc, ← hV, mul_assoc, hHQ, Matrix.mul_smul, smul_mulVec]
    ext a b
    simpa using congrFun (hx (Pi.single b 1)) a
  have h1 := key U hc
  have h2 := congrArg conjTranspose (key Uᴴ (adjoint_symmetry hU hc))
  simp only [conjTranspose_mul, conjTranspose_conjTranspose, hherm] at h2
  have hUQ : U * Q = Q * U := by rw [← h1, ← mul_assoc, h2]
  have hUU : Uᴴ * U = 1 := mul_eq_one_comm.mp (mem_unitaryGroup_iff.mp hU)
  -- hence the summed momentum is a fixed vector of `R`
  refine congrFun (fixed_vector_eq_zero hR (p := fun j => trace (Q * P j)) fun k => ?_) i
  calc ∑ j, (R k j : ℂ) * trace (Q * P j) = trace (Q * (U * P k * Uᴴ)) := by
        rw [hP k, Finset.mul_sum, trace_sum]
        simp only [Matrix.mul_smul, trace_smul, smul_eq_mul]
    _ = trace ((Q * U) * P k * Uᴴ) := by simp only [mul_assoc]
    _ = trace (Uᴴ * ((U * Q) * P k)) := by rw [trace_mul_comm, hUQ]
    _ = trace ((Uᴴ * U) * (Q * P k)) := by simp only [mul_assoc]
    _ = trace (Q * P k) := by rw [hUU, one_mul]

/-- Inversion symmetry: if `U` reverses every momentum component, the momentum vanishes in a
nondegenerate state. -/
theorem momentum_eq_zero_of_inversion {H U : Matrix n n ℂ} {E : ℝ} {v : n → ℂ}
    {P : ι → Matrix n n ℂ} (hv : IsNondegenerate H E v) (hU : U ∈ unitaryGroup n ℂ)
    (hc : U * H = H * U) (hP : ∀ i, U * P i * Uᴴ = -P i) : momentum P v = 0 := by
  classical
  refine momentum_eq_zero (R := -1) hv hU hc (fun i => ?_) (fun x hx => ?_)
  · rw [hP i]
    simp [Matrix.one_apply, ite_smul]
  · ext i
    have h := congrFun hx i
    rw [neg_mulVec, one_mulVec, Pi.neg_apply] at h
    change x i = 0
    linarith

/-- The parity operator of a two-band model with one even and one odd state. -/
def parity : Matrix (Fin 2) (Fin 2) ℂ := !![1, 0; 0, -1]

/-- A momentum component that couples the even and the odd state. -/
def coupling : Fin 1 → Matrix (Fin 2) (Fin 2) ℂ := fun _ => !![0, 1; 1, 0]

/-- The two-band model with Hamiltonian and symmetry both equal to `parity`, the even state and
`R = -1` meets all hypotheses of the main theorem. -/
theorem momentum_eq_zero_witness :
    IsNondegenerate parity 1 ![1, 0] ∧ parity ∈ unitaryGroup (Fin 2) ℂ ∧
      parity * parity = parity * parity ∧ TransformsBy parity coupling !![-1] ∧
      ∀ x : Fin 1 → ℝ, !![-1] *ᵥ x = x → x = 0 := by
  refine ⟨⟨?_, ?_, fun w hw => ?_⟩, ?_, rfl, fun i => ?_, fun x hx => ?_⟩
  · simp [dotProduct, Fin.sum_univ_succ]
  · ext i
    fin_cases i <;> simp [parity, mulVec, dotProduct, Fin.sum_univ_succ]
  · have h1 : -w 1 = w 1 := by
      simpa [parity, mulVec, dotProduct, Fin.sum_univ_succ] using congrFun hw 1
    have h2 : w 1 = 0 := by linear_combination (-1 / 2) * h1
    refine ⟨w 0, ?_⟩
    ext i
    fin_cases i <;> simp [h2]
  · rw [mem_unitaryGroup_iff]
    ext i j
    fin_cases i <;> fin_cases j <;>
      simp [parity, Matrix.mul_apply, Fin.sum_univ_succ, star_eq_conjTranspose]
  · ext a b
    fin_cases i
    fin_cases a <;> fin_cases b <;>
      simp [parity, coupling, Matrix.mul_apply, Fin.sum_univ_succ]
  · ext i
    fin_cases i
    have h : -x 0 = x 0 := by
      simpa [mulVec, dotProduct] using congrFun hx 0
    change x 0 = 0
    linarith

/-- A normalised superposition of the even and the odd state. -/
def mixedState : Fin 2 → ℂ := ![3 / 5, 4 / 5]

/-- For the degenerate Hamiltonian `1`, conjugation by parity reverses the momentum, yet a
normalised eigenstate has momentum `24/25`. -/
theorem degenerate_momentum_ne_zero :
    (1 : Matrix (Fin 2) (Fin 2) ℂ) *ᵥ mixedState = mixedState ∧
      star mixedState ⬝ᵥ mixedState = 1 ∧
      (∀ i, parity * coupling i * parityᴴ = -coupling i) ∧
      momentum coupling mixedState 0 = 24 / 25 := by
  -- the amplitudes are real
  have hreal : star mixedState = mixedState := by
    ext i
    fin_cases i
    · change (starRingEnd ℂ) (3 / 5) = 3 / 5
      exact Complex.conj_eq_iff_im.mpr (by norm_num)
    · change (starRingEnd ℂ) (4 / 5) = 4 / 5
      exact Complex.conj_eq_iff_im.mpr (by norm_num)
  refine ⟨one_mulVec _, ?_, fun i => ?_, ?_⟩
  · rw [hreal]
    norm_num [mixedState, dotProduct, Fin.sum_univ_succ]
  · ext a b
    fin_cases a <;> fin_cases b <;>
      simp [parity, coupling, Matrix.mul_apply, Fin.sum_univ_succ]
  · unfold momentum
    rw [hreal]
    norm_num [mixedState, coupling, mulVec, dotProduct, Fin.sum_univ_succ]

end

end SymmetryForcedBandVelocity
```

```lean
#print axioms SymmetryForcedBandVelocity.momentum_eq_zero
#print axioms SymmetryForcedBandVelocity.level_momentum_eq_zero
#print axioms SymmetryForcedBandVelocity.momentum_eq_zero_of_inversion
#print axioms SymmetryForcedBandVelocity.degenerate_momentum_ne_zero
```

```
'SymmetryForcedBandVelocity.momentum_eq_zero' depends on axioms: [propext, Classical.choice, Quot.sound]
'SymmetryForcedBandVelocity.level_momentum_eq_zero' depends on axioms: [propext, Classical.choice, Quot.sound]
'SymmetryForcedBandVelocity.momentum_eq_zero_of_inversion' depends on axioms: [propext, Classical.choice, Quot.sound]
'SymmetryForcedBandVelocity.degenerate_momentum_ne_zero' depends on axioms: [propext, Classical.choice, Quot.sound]
```

## From the linear k·p term to matrices

Let $H$ be the Hamiltonian at the expansion point, written in a finite orthonormal basis of Bloch states at that point, and let $P_i$ be the matrices of the momentum components in that basis. With $k$ measured from the expansion point, the k·p Hamiltonian is

$$
H(k)=H+\frac{\hbar}{m}\sum_i k_iP_i+\frac{\hbar^2k^2}{2m}.
$$

For a nondegenerate state $v$ of a Hermitian $H$, first-order perturbation theory gives the slope of the band at $k=0$ as $(\hbar/m)\,p_i$, where

$$
p_i=\langle v,P_iv\rangle .
$$

The Lean theorems concern $p$; its link to the band velocity is the perturbation argument just given. If the velocity operator has further terms, for example from spin-orbit coupling, $P_i$ can stand for $m$ times the full velocity operator, provided that it obeys the same transformation law.

In the file, `n` labels the basis states and `ι` labels the momentum components. Both are finite, and `ι` need not have three elements. The definition `momentum P v i` is $p_i$, with the complex conjugate on the left-hand vector.

The predicate `IsNondegenerate H E v` says three things: $v$ has norm one, $Hv=Ev$ with $E$ real, and every solution of $Hw=Ew$ is a multiple of $v$. Neither $H$ nor the $P_i$ are assumed Hermitian, because the argument does not use it. The physical case is the Hermitian one, in which every $p_i$ is real.

The symmetry is a unitary matrix $U$ with $UH=HU$. Its action on the momentum is the hypothesis `TransformsBy U P R`:

$$
UP_iU^\dagger=\sum_jR_{ij}P_j,\qquad R_{ij}\in\mathbb R .
$$

This law is assumed and not derived from a crystal structure. It expresses the fact that momentum is a vector, so a spatial operation turns its components into one another. In a truncated basis it survives if the chosen states span a space that the operation maps into itself; a basis that cuts through a symmetry multiplet can spoil it.

The last hypothesis of `momentum_eq_zero` is that $Rx=x$ has only the solution $x=0$ among real vectors. This is the statement that 1 is not an eigenvalue of $R$. The conclusion is $p=0$, for all components at once.

## Which crystal operations qualify

The operation must take the wavevector of the expansion point to itself, up to a reciprocal lattice vector; otherwise it does not act within the Bloch states at that point. At a point that meets this requirement, inversion has $R=-1$ and qualifies; `momentum_eq_zero_of_inversion` states this case separately. A fourfold rotation followed by a reflection in the plane perpendicular to its axis also qualifies, since its matrix has eigenvalues $-1$ and $\pm i$. A crystal without an inversion centre can therefore still have a point at which the theorem applies.

A proper rotation in three dimensions leaves its axis fixed, and a mirror leaves its plane fixed, so neither meets the condition alone. The weaker theorem `momentum_invariant` still gives $Rp=p$, which confines $p$ to the axis or to the plane. Two rotations about different axes then leave only $p=0$, by applying that theorem once to each. Time reversal is antiunitary and is not covered.

Spin needs a separate word. In a nonmagnetic crystal with an inversion centre, inversion combined with time reversal makes every level of an electron with spin at least twofold degenerate, at every wavevector. The theorem for a nondegenerate state then applies to bands computed without spin. For a twofold level with spin at an inversion-symmetric point, the theorem on the sum over a level, given below, takes its place: the two bands coincide at every wavevector, so their slopes are equal, and a zero sum makes each of them zero.

## The phase cancels and leaves a fixed vector

The first step is that $U^\dagger$ is a symmetry too. Inserting $UU^\dagger=1$ gives

$$
U^\dagger H=U^\dagger HUU^\dagger=U^\dagger UHU^\dagger=HU^\dagger ,
$$

which is `adjoint_symmetry`. Hence

$$
H(U^\dagger v)=U^\dagger Hv=E\,U^\dagger v .
$$

Since the level is nondegenerate, $U^\dagger v=cv$ for some complex $c$. The norm fixes its modulus:

$$
|c|^2=\langle U^\dagger v,U^\dagger v\rangle=\langle v,UU^\dagger v\rangle=1 .
$$

These two facts form `symmetry_phase`. Its proof obtains the norm equation from `expectation_rotated`, the identity

$$
\langle v,UAU^\dagger v\rangle=\langle U^\dagger v,A\,U^\dagger v\rangle ,
$$

with $A=1$.

The same identity with $A=P_i$ gives the result for the momentum. By the transformation law, its left side is $\sum_jR_{ij}p_j$. Its right side is $\langle cv,P_i\,cv\rangle=|c|^2p_i=p_i$. Therefore

$$
\sum_jR_{ij}p_j=p_i .
$$

This is `momentum_invariant`. The rewriting steps expand both sides, and the final `linear_combination` uses $|c|^2=1$ to remove the phase.

It remains to go from real to complex vectors, since $p$ is declared complex while the condition on $R$ concerns real vectors. Because $R$ is real, taking real and imaginary parts of $Rp=p$ gives

$$
R\,\mathrm{Re}\,p=\mathrm{Re}\,p,\qquad R\,\mathrm{Im}\,p=\mathrm{Im}\,p .
$$

Both parts vanish by hypothesis, so $p=0$. The lemma `fixed_vector_eq_zero` does this, and `momentum_eq_zero` joins it to the previous result. For inversion the condition is immediate: $-x=x$ implies $x=0$.

## The sum over a degenerate level

For a degenerate level the individual expectation values can depend on the state chosen, but their sum over an orthonormal basis of the level does not depend on the basis. If $Q$ is the orthogonal projector onto the eigenspace, that sum is $\mathrm{tr}(QP_i)$, and `level_momentum_eq_zero` shows that it vanishes under the same condition on $R$.

The predicate `IsLevelProjector` requires $Q^\dagger=Q$, $HQ=EQ$, and $Qw=w$ for every $w$ with $Hw=Ew$. The property $Q^2=Q$ follows, because the columns of $Q$ are themselves solutions of $Hw=Ew$.

The proof first shows that $U$ commutes with $Q$. If a matrix $V$ commutes with $H$, then $HVQ=VHQ=E\,VQ$, so $V$ maps the level into itself and $QVQ=VQ$. This is the step named `key`. Taking $V=U$ gives $QUQ=UQ$. Taking $V=U^\dagger$ and then the adjoint gives $QUQ=QU$. Hence $UQ=QU$, and cyclicity of the trace yields

$$
\begin{aligned}
\sum_jR_{kj}\,\mathrm{tr}(QP_j)
&=\mathrm{tr}(QUP_kU^\dagger)\\
&=\mathrm{tr}(UQP_kU^\dagger)\\
&=\mathrm{tr}(QP_k).
\end{aligned}
$$

The summed momentum is again a fixed vector of $R$, so it is zero.

## Two bands, split and degenerate

With a single basis state all matrices are numbers, so $UP_iU^\dagger=P_i$. The transformation law then makes the $P_i$ themselves a fixed vector of $R$, and they vanish before any state is chosen. Two states are the smallest case in which a nonzero momentum matrix can meet the hypotheses.

The theorem `momentum_eq_zero_witness` gives such a case. One even and one odd state have energies $1$ and $-1$, so that

$$
H=U=\begin{pmatrix}1&0\\0&-1\end{pmatrix},\qquad
P=\begin{pmatrix}0&1\\1&0\end{pmatrix},\qquad R=(-1).
$$

The even state $(1,0)$ has $p=0$. In units that absorb $\hbar/m$, and without the free-electron term, $H+kP$ has energies $\pm\sqrt{1+k^2}$. Both bands are flat at $k=0$, and the coupling enters first at order $k^2$.

If the two levels are made to coincide, with $H=1$ and the same $U$ and $P$, the conclusion fails. The normalised state $(3/5,4/5)$ is an eigenstate with

$$
p=2\cdot\frac35\cdot\frac45=\frac{24}{25},
$$

as `degenerate_momentum_ne_zero` verifies. Parity sends this state to $(3/5,-4/5)$, which is not a multiple of it and has momentum $-24/25$, so the step $U^\dagger v=cv$ is lost. The energies of $H+kP$ are now $1\pm k$: two linear bands with opposite slopes. The two slopes add up to zero, in agreement with the theorem for the whole level.

The condition on $R$ matters as well. With $U=1$ and $R=1$ the transformation law holds for every $P$. Taking $H=P=\begin{pmatrix}1&0\\0&-1\end{pmatrix}$ and the nondegenerate state $(1,0)$ then gives $p=1$.
